# When zero is a nearest floating-point number in a system without subnormals

The theorem `flushed_zero_iff` concerns rounding in computer arithmetic; no physical quantity enters, and `d` is any real number. The available numbers are m·2^e with integers m and e, |m| < 2^p, p ≥ 1 and e ≥ emin, with no upper limit on e, and the nonzero ones of modulus below 2^(emin+p−1) are left out. The theorem says that zero is a nearest available number to `d`, ties allowed, exactly when |d| is at most half that threshold. The attempt applies the general lemma `zero_nearest_iff`, which needs zero and both signs of the threshold to lie in the set, and every nonzero element to have at least the threshold's modulus.

As first written in Lean, the proof fails:

```lean
import Mathlib

namespace GradualUnderflow

noncomputable section

/-- Floating-point numbers with gradual underflow: all `m * 2^e` with `|m| < 2^p` and
`e ≥ emin`. -/
def gradual (p : ℕ) (emin : ℤ) : Set ℝ :=
  {x | ∃ m e : ℤ, |m| < 2 ^ p ∧ emin ≤ e ∧ x = (m : ℝ) * (2 : ℝ) ^ e}

/-- The threshold `2^(emin+p-1)` below which nonzero numbers are subnormal. -/
def minNormal (p : ℕ) (emin : ℤ) : ℝ := (2 : ℝ) ^ (emin + (p : ℤ) - 1)

/-- The number system without subnormals: zero and the floating-point numbers of modulus at
least `minNormal`. -/
def flushed (p : ℕ) (emin : ℤ) : Set ℝ :=
  {x | x ∈ gradual p emin ∧ (x = 0 ∨ minNormal p emin ≤ |x|)}

/-- `s` is an element of `S` at minimal distance from the real number `d`; ties are allowed. -/
def IsNearest (S : Set ℝ) (d s : ℝ) : Prop :=
  s ∈ S ∧ ∀ g ∈ S, |d - s| ≤ |d - g|

/-- If a set of reals contains zero and its smallest nonzero modulus is `t > 0`, attained with both
signs, then zero is a nearest element to `d` exactly when `|d| ≤ t / 2`. -/
theorem zero_nearest_iff {S : Set ℝ} {t : ℝ} (ht : 0 < t) (h0 : (0 : ℝ) ∈ S)
    (hpos : t ∈ S) (hneg : -t ∈ S) (hgap : ∀ g ∈ S, g ≠ 0 → t ≤ |g|) (d : ℝ) :
    IsNearest S d 0 ↔ |d| ≤ t / 2 := by
  constructor
  · rintro ⟨_, h⟩
    -- compare zero with its two neighbours
    have h1 := h t hpos
    have h2 := h (-t) hneg
    rw [sub_zero] at h1 h2
    rw [sub_neg_eq_add] at h2
    rcases abs_cases d with ⟨a, a'⟩ | ⟨a, a'⟩ <;>
    rcases abs_cases (d - t) with ⟨b, b'⟩ | ⟨b, b'⟩ <;>
    rcases abs_cases (d + t) with ⟨c, c'⟩ | ⟨c, c'⟩ <;> linarith
  · intro hd
    refine ⟨h0, fun g hg => ?_⟩
    rw [sub_zero]
    by_cases hg0 : g = 0
    · rw [hg0, sub_zero]
    · have h1 := hgap g hg hg0
      rcases abs_cases d with ⟨a, a'⟩ | ⟨a, a'⟩ <;>
      rcases abs_cases g with ⟨b, b'⟩ | ⟨b, b'⟩ <;>
      rcases abs_cases (d - g) with ⟨c, c'⟩ | ⟨c, c'⟩ <;> linarith

lemma zero_mem (p : ℕ) (emin : ℤ) : (0 : ℝ) ∈ gradual p emin :=
  ⟨0, emin, by rw [abs_zero]; positivity, le_rfl, by simp⟩

lemma two_zpow_mem {p : ℕ} {emin e : ℤ} (hp : 1 ≤ p) (he : emin ≤ e) :
    (2 : ℝ) ^ e ∈ gradual p emin ∧ -(2 : ℝ) ^ e ∈ gradual p emin := by
  have h : (1 : ℤ) < 2 ^ p := one_lt_pow₀ (by norm_num) (by omega)
  exact ⟨⟨1, e, by rw [abs_one]; exact h, he, by simp⟩,
    ⟨-1, e, by rw [abs_neg, abs_one]; exact h, he, by simp⟩⟩

/-- Without subnormals and for `p ≥ 1`, zero is a nearest element to a real number `d` exactly when
`|d| ≤ 2^(emin+p-1) / 2`. -/
theorem flushed_zero_iff {p : ℕ} (hp : 1 ≤ p) (emin : ℤ) (d : ℝ) :
    IsNearest (flushed p emin) d 0 ↔ |d| ≤ minNormal p emin / 2 := by
  have hN : 0 < minNormal p emin := by unfold minNormal; positivity
  obtain ⟨h1, h2⟩ := two_zpow_mem (emin := emin) (e := emin + (p : ℤ) - 1) hp (by omega)
  exact zero_nearest_iff hN ⟨zero_mem p emin, Or.inl rfl⟩ ⟨h1, Or.inr (le_abs_self _)⟩
    ⟨h2, Or.inr (by rw [abs_neg]; exact le_abs_self _)⟩
    (fun g hg hg0 => hg.2.resolve_left hg0) d

end

end GradualUnderflow
```

Compiling this gives:

```
Main.lean:64:28: error: Invalid `⟨...⟩` notation: The expected type of this term could not be determined
Main.lean:64:58: error: Invalid `⟨...⟩` notation: The expected type of this term could not be determined
Main.lean:65:4: error: Invalid `⟨...⟩` notation: The expected type of this term could not be determined
```

Diagnosis. The three messages point to the three bracketed membership proofs passed to `zero_nearest_iff`. A `⟨...⟩` term can be read only once Lean knows which structure it should build. Here each has to prove membership in the lemma's implicit set `S`, which was still unknown. The goal does name the set, but the lemma's conclusion also depends on the explicit argument `d`, which comes last, so Lean had not yet used the goal to fix `S` when it reached the brackets.

The repair proves the memberships first, as `m0`, `m1` and `m2`, with `flushed p emin` written in their types. Each membership then unfolds to a conjunction, which the brackets can build from the same proofs as before. The final call receives finished proofs and has no such brackets left to interpret. Naming `S` and `t` in that call is mere tidying, since `m0` already determines the set and `hN` the threshold.

The change, after which it compiles:

```diff
@@ -62,6 +62,9 @@
   have hN : 0 < minNormal p emin := by unfold minNormal; positivity
   obtain ⟨h1, h2⟩ := two_zpow_mem (emin := emin) (e := emin + (p : ℤ) - 1) hp (by omega)
-  exact zero_nearest_iff hN ⟨zero_mem p emin, Or.inl rfl⟩ ⟨h1, Or.inr (le_abs_self _)⟩
+  have m0 : (0 : ℝ) ∈ flushed p emin := ⟨zero_mem p emin, Or.inl rfl⟩
+  have m1 : minNormal p emin ∈ flushed p emin := ⟨h1, Or.inr (le_abs_self _)⟩
+  have m2 : -minNormal p emin ∈ flushed p emin :=
     ⟨h2, Or.inr (by rw [abs_neg]; exact le_abs_self _)⟩
+  exact zero_nearest_iff (S := flushed p emin) (t := minNormal p emin) hN m0 m1 m2
     (fun g hg hg0 => hg.2.resolve_left hg0) d
 
```
